# For a quadratic energy with curvature bounded below by a positive constant, the energy error bounds the error of every linear property

An energy that is converged to a small error $d$ can still leave a bond length or a dipole moment noticeably wrong, and the number $d$ alone does not say by how much. If the energy is quadratic in its parameters $c$ and its curvature is at least $m>0$ in every direction, then at any parameters whose energy is at most $d$ above the minimum, a property $\langle g,c\rangle$ with fixed coefficient vector $g$ differs from its value at the minimiser by at most $\|g\|\sqrt{2d/m}$.

```lean
import Mathlib

open scoped InnerProductSpace

namespace PropertyErrorFromEnergyError

noncomputable section

variable {V : Type*} [NormedAddCommGroup V] [InnerProductSpace ℝ V]

/-- The quadratic energy `E(c) = ⟨c, A c⟩ / 2 - ⟨b, c⟩`. If `A` is symmetric, it is the Hessian. -/
def energy (A : V →ₗ[ℝ] V) (b c : V) : ℝ := ⟪c, A c⟫_ℝ / 2 - ⟪b, c⟫_ℝ

/-- The parameters `c0` minimise the energy: no other parameters lie lower. -/
def IsMinimizer (A : V →ₗ[ℝ] V) (b c0 : V) : Prop := ∀ c, energy A b c0 ≤ energy A b c

variable {A : V →ₗ[ℝ] V} {b c0 : V}

/-- Exact expansion of the energy about any point `c`: a gradient term with gradient `A c - b`
and a curvature term. -/
theorem energy_add (hA : A.IsSymmetric) (b c x : V) :
    energy A b (c + x) = energy A b c + ⟪A c - b, x⟫_ℝ + ⟪x, A x⟫_ℝ / 2 := by
  have h1 : ⟪c, A x⟫_ℝ = ⟪A c, x⟫_ℝ := (hA c x).symm
  have h2 : ⟪x, A c⟫_ℝ = ⟪A c, x⟫_ℝ := real_inner_comm _ _
  simp only [energy, map_add, inner_add_left, inner_add_right, inner_sub_left]
  linear_combination (h1 + h2) / 2

/-- At a minimiser the energy gradient vanishes: `A c0 = b`. -/
theorem stationary (hA : A.IsSymmetric) (hmin : IsMinimizer A b c0) : A c0 = b := by
  have hzero : ∀ x, ⟪A c0 - b, x⟫_ℝ = 0 := by
    intro x
    -- the energy change along the line `c0 + t x` is a quadratic in `t` that is never negative
    have key : ∀ t : ℝ, 0 ≤ (⟪x, A x⟫_ℝ / 2) * (t * t) + ⟪A c0 - b, x⟫_ℝ * t + 0 := by
      intro t
      have h := hmin (c0 + t • x)
      rw [energy_add hA] at h
      simp only [map_smul, real_inner_smul_left, real_inner_smul_right] at h
      nlinarith [h]
    have hd := discrim_le_zero key
    unfold discrim at hd
    exact (pow_eq_zero_iff two_ne_zero).mp (le_antisymm (by linarith) (sq_nonneg _))
  exact sub_eq_zero.mp (inner_self_eq_zero.mp (hzero (A c0 - b)))

/-- The energy error is exactly half the Hessian form of the parameter error. -/
theorem energy_excess (hA : A.IsSymmetric) (hmin : IsMinimizer A b c0) (c : V) :
    energy A b c - energy A b c0 = ⟪c - c0, A (c - c0)⟫_ℝ / 2 := by
  have h := energy_add hA b c0 (c - c0)
  rw [add_sub_cancel, stationary hA hmin, sub_self, inner_zero_left] at h
  linarith

/-- In finite dimension, an energy whose curvature is at least `m > 0` in every direction has
exactly one minimiser. -/
theorem existsUnique_minimizer [FiniteDimensional ℝ V] (hA : A.IsSymmetric) {m : ℝ} (hm : 0 < m)
    (hcurv : ∀ x, m * ‖x‖ ^ 2 ≤ ⟪x, A x⟫_ℝ) (b : V) : ∃! c0, IsMinimizer A b c0 := by
  have hinj : Function.Injective A := by
    refine (injective_iff_map_eq_zero A).mpr fun x hx => ?_
    by_contra hne
    have h := hcurv x
    rw [hx, inner_zero_right] at h
    have hpos : 0 < ‖x‖ := norm_pos_iff.mpr hne
    have : 0 < m * ‖x‖ ^ 2 := by positivity
    linarith
  -- solve the stationarity equation `A c0 = b`
  obtain ⟨c0, hc0⟩ := LinearMap.injective_iff_surjective.mp hinj b
  refine ⟨c0, fun c => ?_, fun c1 h1 => hinj ((stationary hA h1).trans hc0.symm)⟩
  have h := energy_add hA b c0 (c - c0)
  rw [add_sub_cancel, hc0, sub_self, inner_zero_left] at h
  have h2 := hcurv (c - c0)
  have h3 : 0 ≤ m * ‖c - c0‖ ^ 2 := by positivity
  linarith

/-- If the curvature is at least `m > 0` and the energy error is at most `d`, the linear property
`⟨g, c⟩` errs by at most `‖g‖ √(2 d / m)`. -/
theorem property_error_le (hA : A.IsSymmetric) {m : ℝ} (hm : 0 < m)
    (hcurv : ∀ x, m * ‖x‖ ^ 2 ≤ ⟪x, A x⟫_ℝ) (hmin : IsMinimizer A b c0)
    {c : V} {d : ℝ} (hd : energy A b c - energy A b c0 ≤ d) (g : V) :
    |⟪g, c⟫_ℝ - ⟪g, c0⟫_ℝ| ≤ ‖g‖ * √(2 * d / m) := by
  -- the energy error controls the parameter error
  have hsq : ‖c - c0‖ ^ 2 ≤ 2 * d / m := by
    rw [le_div_iff₀ hm]
    have h1 := hcurv (c - c0)
    rw [energy_excess hA hmin] at hd
    linarith
  have hnorm : ‖c - c0‖ ≤ √(2 * d / m) := (le_abs_self _).trans (Real.abs_le_sqrt hsq)
  rw [← inner_sub_right]
  exact (abs_real_inner_le_norm g (c - c0)).trans
    (mul_le_mul_of_nonneg_left hnorm (norm_nonneg g))

/-- If `z` solves the response equation `A z = g`, the squared error of the property `⟨g, c⟩` is at
most twice the energy error times `⟨g, z⟩`. -/
theorem property_error_sq_le_response (hA : A.IsSymmetric) (hmin : IsMinimizer A b c0)
    {g z : V} (hz : A z = g) (c : V) :
    (⟪g, c⟫_ℝ - ⟪g, c0⟫_ℝ) ^ 2 ≤ 2 * (energy A b c - energy A b c0) * ⟪g, z⟫_ℝ := by
  -- displace `c` along the response vector; the energy never falls below the minimum
  have key : ∀ t : ℝ, 0 ≤ ⟪g, z⟫_ℝ * (t * t) + (2 * ⟪g, c - c0⟫_ℝ) * t
      + ⟪c - c0, A (c - c0)⟫_ℝ := by
    intro t
    have h1 := energy_excess hA hmin (c + t • z)
    have h2 := hmin (c + t • z)
    have h3 : ⟪z, A (c - c0)⟫_ℝ = ⟪g, c - c0⟫_ℝ := by rw [← hA z (c - c0), hz]
    have h4 : ⟪c - c0, g⟫_ℝ = ⟪g, c - c0⟫_ℝ := real_inner_comm _ _
    have h5 : ⟪z, g⟫_ℝ = ⟪g, z⟫_ℝ := real_inner_comm _ _
    rw [show c + t • z - c0 = (c - c0) + t • z by abel, map_add, map_smul, hz] at h1
    simp only [inner_add_left, inner_add_right, real_inner_smul_left,
      real_inner_smul_right] at h1
    rw [h3, h4, h5] at h1
    nlinarith [h1, h2]
  have hd := discrim_le_zero key
  unfold discrim at hd
  rw [← inner_sub_right, energy_excess hA hmin c]
  nlinarith [hd]

/-- If `g` is an eigenvector of the Hessian with eigenvalue `m > 0`, an explicit displacement along
`g` has energy error exactly `d` and property error exactly `‖g‖ √(2 d / m)`. -/
theorem property_error_sharp (hA : A.IsSymmetric) (hmin : IsMinimizer A b c0)
    {m d : ℝ} (hm : 0 < m) (hd : 0 ≤ d) {g : V} (hg : g ≠ 0) (heig : A g = m • g) :
    energy A b (c0 + (√(2 * d / m) / ‖g‖) • g) - energy A b c0 = d ∧
    |⟪g, c0 + (√(2 * d / m) / ‖g‖) • g⟫_ℝ - ⟪g, c0⟫_ℝ| = ‖g‖ * √(2 * d / m) := by
  obtain ⟨s, hsdef⟩ : ∃ s, s = √(2 * d / m) / ‖g‖ := ⟨_, rfl⟩
  rw [← hsdef]
  have hs0 : 0 ≤ s := by rw [hsdef]; positivity
  have hs : s * ‖g‖ = √(2 * d / m) := by
    rw [hsdef, div_mul_cancel₀ _ (norm_ne_zero_iff.mpr hg)]
  have hsq : m * (s * ‖g‖) ^ 2 = 2 * d := by
    rw [hs, Real.sq_sqrt (by positivity), mul_div_cancel₀ _ hm.ne']
  constructor
  · rw [energy_excess hA hmin, add_sub_cancel_left, map_smul, heig, real_inner_smul_left,
      real_inner_smul_right, real_inner_smul_right, real_inner_self_eq_norm_sq]
    linear_combination hsq / 2
  · rw [← inner_sub_right, add_sub_cancel_left, real_inner_smul_right,
      real_inner_self_eq_norm_sq, ← hs, abs_of_nonneg (by positivity)]
    ring

end

end PropertyErrorFromEnergyError
```

```lean
#print axioms PropertyErrorFromEnergyError.existsUnique_minimizer
#print axioms PropertyErrorFromEnergyError.property_error_le
#print axioms PropertyErrorFromEnergyError.property_error_sq_le_response
#print axioms PropertyErrorFromEnergyError.property_error_sharp
```

```
'PropertyErrorFromEnergyError.existsUnique_minimizer' depends on axioms: [propext, Classical.choice, Quot.sound]
'PropertyErrorFromEnergyError.property_error_le' depends on axioms: [propext, Classical.choice, Quot.sound]
'PropertyErrorFromEnergyError.property_error_sq_le_response' depends on axioms: [propext, Classical.choice, Quot.sound]
'PropertyErrorFromEnergyError.property_error_sharp' depends on axioms: [propext, Classical.choice, Quot.sound]
```

## The energy, its minimiser and the property

The parameters $c$ are a vector in a real inner product space $V$. The function `energy` is

$$E(c)=\tfrac12\langle c,Ac\rangle-\langle b,c\rangle .$$

Here `A` is a linear map from $V$ to itself, and `A.IsSymmetric` says that $\langle Ax,y\rangle=\langle x,Ay\rangle$ for all $x,y$. With the factor $\tfrac12$, $A$ is the Hessian itself. The gradient at $c$ is $Ac-b$, so $b$ is the force at the origin of the parameters.

The space $\mathbb R^n$ with its Euclidean inner product is the standard case. Only the existence theorem assumes finite dimension.

`IsMinimizer A b c0` says that no point has a lower energy than $c_0$. It is a statement about energies; the vanishing of the gradient is derived from it.

The main theorem, `property_error_le`, takes four further inputs:

- `hm` says that $m>0$.
- `hcurv` says that $m\|x\|^2\le\langle x,Ax\rangle$ for every $x$. In finite dimension this means that no eigenvalue of the Hessian lies below $m$.
- `hd` says that $E(c)-E(c_0)\le d$. Since $c_0$ is a minimiser, this already forces $d\ge0$.
- `g` is any vector. It defines the property $\langle g,c\rangle$ and need not be normalised.

The conclusion is

$$|\langle g,c\rangle-\langle g,c_0\rangle|\le\|g\|\sqrt{2d/m}.$$

## Harmonic geometries and induced dipoles

For a molecule near its equilibrium structure, $c$ can hold the nuclear displacements from a reference geometry, and $A$ the force constants. To first order in the displacements, a change in an internal coordinate or in a component of the dipole moment then has the form $\langle g,c\rangle$. The largest $m$ that can be used is the stiffness of the softest mode in the chosen coordinates.

Overall translations and rotations at an equilibrium structure cost no energy, so in full Cartesian coordinates no positive $m$ exists. They have to be removed first, for example by working in the subspace of internal displacements. The value of $m$ also depends on how the coordinates are scaled, because the norm does.

The bound bears on the choice of level of theory when a geometry from a cheap method is used on a more expensive energy surface that is harmonic over the displacement involved. The cheap geometry is $c$, and $d$ bounds its energy above the minimum of the expensive surface. Both energies must come from that one surface, and both property values from the same $g$. A change of $A$, $b$ or $g$ between the two methods is a separate source of error, as are anharmonic terms and properties that are nonlinear in $c$.

A linear induced-dipole model fits the form without a harmonic approximation, provided that the same permanent field induces the dipoles and enters the energy. There $c$ collects the induced dipoles, $b$ the permanent field at the polarisable sites, and $A$ the inverse polarisabilities together with the dipole–dipole coupling. The existence of a positive $m$ in the curvature condition says that the model is stable against spontaneous polarisation, and each component of the total induced dipole is a linear property.

## From the energy excess to the property error

**Expansion about a point.** Insert $c+x$ into the energy and multiply out:

$$E(c+x)=\tfrac12\big(\langle c,Ac\rangle+\langle c,Ax\rangle+\langle x,Ac\rangle+\langle x,Ax\rangle\big)-\langle b,c\rangle-\langle b,x\rangle .$$

By symmetry of $A$ and of the real inner product, both cross terms equal $\langle Ac,x\rangle$. Hence

$$E(c+x)=E(c)+\langle Ac-b,x\rangle+\tfrac12\langle x,Ax\rangle .$$

This is `energy_add`. Its `h1` and `h2` are the two cross-term identities, and `linear_combination` adds half of each.

**Zero gradient at the minimiser.** Move from $c_0$ along a direction $x$ by a step $t$. Since the energy cannot fall,

$$0\le\tfrac12\langle x,Ax\rangle\,t^2+\langle Ac_0-b,x\rangle\,t\qquad\text{for every real }t .$$

A quadratic that is never negative has a nonpositive discriminant. The constant term is zero, so the discriminant is just $\langle Ac_0-b,x\rangle^2$, which must therefore vanish. Taking $x=Ac_0-b$ gives $\|Ac_0-b\|^2=0$, and so $Ac_0=b$.

In `stationary`, `key` is the displayed inequality and `discrim_le_zero` supplies the discriminant condition. No derivative is taken, and the curvature bound is not used.

**Energy excess.** Put $x=c-c_0$ in the expansion about $c_0$. The gradient term is zero, which leaves

$$E(c)-E(c_0)=\tfrac12\langle c-c_0,A(c-c_0)\rangle .$$

This is `energy_excess`. The energy error is of second order in the displacement, whereas the property error is of first order; the square root in the bound comes from this difference.

**The bound.** The curvature condition gives

$$m\|c-c_0\|^2\le\langle c-c_0,A(c-c_0)\rangle=2\big(E(c)-E(c_0)\big)\le2d .$$

Division by $m$ and a square root yield $\|c-c_0\|\le\sqrt{2d/m}$. By the Cauchy–Schwarz inequality,

$$|\langle g,c\rangle-\langle g,c_0\rangle|=|\langle g,c-c_0\rangle|\le\|g\|\,\|c-c_0\|\le\|g\|\sqrt{2d/m}.$$

In `property_error_le`, `hsq` and `hnorm` are the squared and unsquared displacement bounds, and `abs_real_inner_le_norm` is Cauchy–Schwarz.

## One minimiser in finite dimension

The main theorem is given a minimiser. `existsUnique_minimizer` shows that in finite dimension, under the same symmetry and curvature conditions, there is exactly one for every $b$.

If $Ax=0$, the curvature condition gives $m\|x\|^2\le0$, so $x=0$ and $A$ is injective. An injective linear map from a finite-dimensional space to itself is also surjective, so $Ac_0=b$ has a solution. The expansion about this $c_0$ reads

$$E(c)=E(c_0)+\tfrac12\langle c-c_0,A(c-c_0)\rangle\ge E(c_0),$$

so $c_0$ is a minimiser. Any other minimiser $c_1$ satisfies $Ac_1=b$ by `stationary`, and injectivity gives $c_1=c_0$.

## A bound from the response of the property

The constant $m$ belongs to the softest direction, which a given property may hardly feel. `property_error_sq_le_response` replaces it by a quantity that belongs to the property. If $z$ solves the response equation $Az=g$, then

$$\big(\langle g,c\rangle-\langle g,c_0\rangle\big)^2\le2\big(E(c)-E(c_0)\big)\langle g,z\rangle .$$

The number $\langle g,z\rangle$ is a static response. Adding $-\lambda\langle g,c\rangle$ to the energy changes the stationarity equation to $Ac=b+\lambda g$, which $c_0+\lambda z$ solves, and the property changes by $\lambda\langle g,z\rangle$. For a dipole component and a uniform field, this is a polarisability within the model.

For the proof, let $x=c-c_0$ and displace $c$ by $tz$. The energy stays at or above the minimum, and $\langle z,Ax\rangle=\langle Az,x\rangle=\langle g,x\rangle$. Twice the energy excess at $c+tz$ is therefore

$$0\le\langle x+tz,A(x+tz)\rangle=\langle g,z\rangle t^2+2\langle g,x\rangle t+\langle x,Ax\rangle .$$

The discriminant condition is $4\langle g,x\rangle^2-4\langle g,z\rangle\langle x,Ax\rangle\le0$. Replacing $\langle x,Ax\rangle$ by $2(E(c)-E(c_0))$ gives the result. In Lean, `key` is again the quadratic inequality, with `h3` the identity that brings in the response equation.

## A displacement that reaches the bound

Suppose that $g\ne0$ is an eigenvector with $Ag=mg$, and let $d\ge0$. `property_error_sharp` considers the displacement

$$c-c_0=s\,g,\qquad s=\frac{\sqrt{2d/m}}{\|g\|},$$

whose length is $s\|g\|=\sqrt{2d/m}$. Its energy and property errors are

$$E(c)-E(c_0)=\tfrac12\,m\,s^2\|g\|^2=d,\qquad |\langle g,c-c_0\rangle|=s\|g\|^2=\|g\|\sqrt{2d/m}.$$

In the code, `hs` records the length and `hsq` the identity $m(s\|g\|)^2=2d$; the two parts of the conclusion follow from them.

The theorem assumes that $m$ is an eigenvalue, not that it is the lowest one. When the curvature condition holds with the same $m$, so that $g$ lies along a softest mode, the displacement attains equality in `property_error_le`. The constant in that bound is then the best possible.

## Setting a convergence threshold

In a calculation, the bound turns a tolerance on a property into one on the energy. To keep the property error no larger than $\varepsilon>0$ for a nonzero $g$, it is enough that

$$E(c)-E(c_0)\le\frac{m\,\varepsilon^2}{2\|g\|^2}.$$

One more decimal digit in the guaranteed property accuracy thus takes two more in the energy. In consistent units, $m=0.5$, $\|g\|=1$ and $d=10^{-6}$ allow a property error of $2\times10^{-3}$.

The energy change between the last two iterations cannot safely be used as $d$, since a slowly converging optimiser can take small steps far from the minimum. An iterative solver for induced dipoles does have the residual $r=b-Ac$ at hand. Because $A(c-c_0)=-r$, the curvature condition and Cauchy–Schwarz give $\|c-c_0\|\le\|r\|/m$, and the energy excess is at most $\|r\|^2/(2m)$. A code can use this value for $d$, which makes the property bound $\|g\|\,\|r\|/m$. This residual estimate is a supplement derived here by hand, and it needs a trustworthy lower bound $m$ on the eigenvalues of $A$.
